# The imaginary dipole part of the retarded kernel exp(iwR)/R factorizes into one-electron radial factors

To evaluate the imaginary dipole part of a retarded two-electron integral on radial grids, compute one weighted sum of \(j_1(wr)\) for each electron, then multiply the two sums and a factor \(w\). No double loop over pairs of radii is needed. This applies to the scalar kernel \(e^{iwR}/R\) of the Møller interaction between two electrons, with real weights on finitely many radii; the Dirac current matrices and the angular factors of the orbitals are left out. Here \(R\) is the interelectronic distance, \(w\) is the magnitude of the transferred frequency divided by the speed of light, and \(j_1\) is the spherical Bessel function of order one. The dipole part means half the integral of the kernel times \(t\) over \(-1\le t\le1\), where \(t\) is the cosine of the angle between the directions of the two electrons. The coefficient of \(P_1(t)=t\) in the Legendre expansion is three times as large.

## The kernel and its dipole part

```lean
import Mathlib

open MeasureTheory Set

namespace MollerDipole

noncomputable section
```

Mathlib supplies the real analysis. Opening `Set` allows the short name `Ioo` for an open interval.

```lean
/-- Distance between two electrons at radii `a` and `b` whose directions enclose an angle
with cosine `t`, for `-1 ≤ t ≤ 1`. -/
def separation (a b t : ℝ) : ℝ := √(a ^ 2 + b ^ 2 - 2 * a * b * t)
```

For radii \(a,b\) and the cosine \(t\) of the angle between the two directions, this is the law of cosines:
\[
R(t)=\sqrt{a^2+b^2-2abt}.
\]
The type `ℝ` admits any real \(a,b\); physical radii are the nonnegative ones.

```lean
/-- The retarded Møller kernel `exp(iwR)/R` at distance `R ≠ 0`, with `w` the frequency divided by
the speed of light. -/
def mollerKernel (w R : ℝ) : ℂ := Complex.exp (((w * R : ℝ) : ℂ) * Complex.I) / (R : ℂ)
```

This is \(e^{iwR}/R\), a complex number (`ℂ`).

```lean
/-- The function `w sinc(wR)`, where `sinc x = sin x / x` for `x ≠ 0` and `sinc 0 = 1`. -/
def imKernel (w R : ℝ) : ℝ := w * Real.sinc (w * R)
```

The imaginary part of the kernel is \(\sin(wR)/R\), which tends to \(w\) as \(R\to0\). Writing it as \(w\,\mathrm{sinc}(wR)\) builds in that limit.

```lean
/-- The spherical Bessel function of order one, `sin x / x² - cos x / x` for `x ≠ 0`,
with the value `0` at `x = 0`. -/
def j1 (x : ℝ) : ℝ := if x = 0 then 0 else Real.sin x / x ^ 2 - Real.cos x / x
```

In the same way, \(j_1(x)=\sin x/x^2-\cos x/x\) receives its limiting value \(0\) at \(x=0\).

```lean
/-- The imaginary dipole part of the kernel for radii `a` and `b`: half the integral of
`t` times `w sinc(wR(t))` over `[-1, 1]`. -/
def dipolePart (w a b : ℝ) : ℝ :=
  (1 / 2) * ∫ t in (-1 : ℝ)..1, t * imKernel w (separation a b t)
```

The dipole part is the projection on \(P_1(t)=t\):
\[
D(w,a,b)=\frac12\int_{-1}^{1}t\,w\,\mathrm{sinc}(wR(t))\,dt .
\]
This fixes a convention: the coefficient of \(P_1\) in a Legendre expansion is \(3D\).

## A primitive in the cosine of the angle

```lean
/-- A primitive in `t` of the dipole integrand on `-1 < t < 1`, for nonzero `w`, `a` and `b`. -/
def primitive (w a b t : ℝ) : ℝ :=
  t * Real.cos (w * separation a b t) / (w * a * b) +
    (separation a b t * Real.sin (w * separation a b t) +
      Real.cos (w * separation a b t) / w) / (w * a * b) ^ 2
```

In ordinary notation, for nonzero \(w,a,b\),
\[
F(t)=\frac{t\cos wR}{wab}+\frac{R\sin wR+\cos(wR)/w}{(wab)^2}.
\]
It comes from integration by parts. Since \(dR/dt=-ab/R\), the derivative of \(\cos(wR)/(wab)\) is \(\sin(wR)/R\), so
\[
\int t\,\frac{\sin wR}{R}\,dt=\frac{t\cos wR}{wab}-\frac1{wab}\int\cos(wR)\,dt .
\]
Substituting \(dt=-R\,dR/(ab)\) gives
\[
\int\cos(wR)\,dt=-\frac1{ab}\left(\frac{R\sin wR}{w}+\frac{\cos wR}{w^2}\right),
\]
and inserting this yields \(F\).

```lean
/-- At nonzero distance the imaginary part of the Møller kernel is `w sinc(wR)`. -/
theorem mollerKernel_im (w : ℝ) {R : ℝ} (hR : R ≠ 0) :
    (mollerKernel w R).im = imKernel w R := by
  rw [mollerKernel, Complex.div_ofReal_im, Complex.exp_ofReal_mul_I_im]
  rcases eq_or_ne w 0 with rfl | hw
  · simp [imKernel]
  · rw [imKernel, Real.sinc_of_ne_zero (mul_ne_zero hw hR)]
    field_simp
```

A theorem gives its hypotheses before the colon, its claim after it, and its proof after `:=`. Here the hypothesis `hR` says \(R\neq0\), and the claim is \(\operatorname{Im}(e^{iwR}/R)=w\,\mathrm{sinc}(wR)\). The proof treats \(w=0\) separately and otherwise cancels \(w\).

```lean
/-- If `a ≠ 0`, the two electrons are apart whenever `-1 < t < 1`. -/
theorem separation_pos {a b t : ℝ} (ha : a ≠ 0) (ht : t ∈ Ioo (-1 : ℝ) 1) :
    0 < separation a b t := by
  have h1 : 0 < (1 - t) * (1 + t) :=
    mul_pos (by linarith [ht.2]) (by linarith [ht.1])
  have h2 : 0 < a ^ 2 * ((1 - t) * (1 + t)) := mul_pos (by positivity) h1
  -- the squared distance is (b - a t)² + a² (1 - t²)
  exact Real.sqrt_pos.2 (by nlinarith [sq_nonneg (b - a * t)])
```

Completing the square gives
\[
R^2=(b-at)^2+a^2(1-t^2),
\]
which is positive for \(a\neq0\) and \(-1<t<1\). The tactic `nlinarith` combines the two terms.

```lean
/-- At positive distance, `dR/dt = -ab/R`. -/
theorem hasDerivAt_separation {a b t : ℝ} (h : 0 < separation a b t) :
    HasDerivAt (separation a b) (-(a * b) / separation a b t) t := by
  have hq : a ^ 2 + b ^ 2 - 2 * a * b * t ≠ 0 := (Real.sqrt_pos.1 h).ne'
  have hl : HasDerivAt (fun s : ℝ => a ^ 2 + b ^ 2 - 2 * a * b * s) (-(2 * a * b)) t :=
    (((hasDerivAt_id' t).const_mul (2 * a * b)).const_sub (a ^ 2 + b ^ 2)).congr_deriv
      (by ring)
  refine (hl.sqrt hq).congr_deriv ?_
  rw [show -(2 * a * b) = 2 * (-(a * b)) by ring]
  exact mul_div_mul_left _ _ two_ne_zero
```

`HasDerivAt f f' t` means that \(f\) has derivative \(f'\) at \(t\). Differentiating \(R^2\) gives \(2R\,dR/dt=-2ab\), hence \(dR/dt=-ab/R\) wherever \(R>0\).

```lean
/-- For nonzero `w`, `a`, `b` and positive distance, the derivative of `primitive` is the
dipole integrand. -/
theorem hasDerivAt_primitive {w a b t : ℝ} (hw : w ≠ 0) (ha : a ≠ 0) (hb : b ≠ 0)
    (h : 0 < separation a b t) :
    HasDerivAt (primitive w a b) (t * imKernel w (separation a b t)) t := by
  have hR := hasDerivAt_separation h
  have hc := (hR.const_mul w).cos
  have hs := (hR.const_mul w).sin
  refine (((((hasDerivAt_id' t).fun_mul hc).div_const (w * a * b))).fun_add
    (((hR.fun_mul hs).fun_add (hc.div_const w)).div_const ((w * a * b) ^ 2))).congr_deriv ?_
  have h0 : separation a b t ≠ 0 := h.ne'
  rw [imKernel, Real.sinc_of_ne_zero (mul_ne_zero hw h0)]
  field_simp
  ring
```

This confirms \(F'(t)=t\sin(wR)/R\). By the product and chain rules, the first term of \(F\) contributes
\[
\frac{\cos wR}{wab}+t\,\frac{\sin wR}{R}.
\]
In the second term, the derivative of \(R\sin wR+\cos(wR)/w\) with respect to \(R\) is \(wR\cos wR\). Multiplying by \(-ab/R\) and dividing by \((wab)^2\) leaves \(-\cos(wR)/(wab)\), which cancels the unwanted piece. In Lean, `field_simp` clears denominators and `ring` checks the remaining algebra.

## The two radii separate

```lean
/-- The imaginary dipole part of the Møller kernel factorizes into one-electron radial
factors: it equals `w j1(wa) j1(wb)`. -/
theorem dipolePart_eq (w a b : ℝ) :
    dipolePart w a b = w * j1 (w * a) * j1 (w * b) := by
  rcases eq_or_ne w 0 with rfl | hw
  · simp [dipolePart, imKernel]
  rcases eq_or_ne a 0 with rfl | ha
  · simp [dipolePart, separation, j1]
  rcases eq_or_ne b 0 with rfl | hb
  · simp [dipolePart, separation, j1]
  have hcont : Continuous (separation a b) := by
    change Continuous fun t : ℝ => √(a ^ 2 + b ^ 2 - 2 * a * b * t)
    fun_prop
  have hint : Continuous fun t : ℝ => t * imKernel w (separation a b t) :=
    continuous_id.mul (continuous_const.mul
      (Real.continuous_sinc.comp (continuous_const.mul hcont)))
  have hF : Continuous fun t : ℝ => primitive w a b t := by
    unfold primitive
    fun_prop
  -- integrate with the explicit primitive
  have hI : ∫ t in (-1 : ℝ)..1, t * imKernel w (separation a b t) =
      primitive w a b 1 - primitive w a b (-1) :=
    intervalIntegral.integral_eq_sub_of_hasDerivAt_of_le (by norm_num) hF.continuousOn
      (fun t ht => hasDerivAt_primitive hw ha hb (separation_pos ha ht))
      (hint.intervalIntegrable _ _)
  -- the distances at the two endpoints
  have h1 : separation a b 1 = |a - b| := by
    rw [separation, ← Real.sqrt_sq_eq_abs]
    congr 1
    ring
  have h2 : separation a b (-1) = |a + b| := by
    rw [separation, ← Real.sqrt_sq_eq_abs]
    congr 1
    ring
  have hc : ∀ x : ℝ, Real.cos (w * |x|) = Real.cos (w * x) := fun x => by
    rcases abs_choice x with h | h <;> simp [h]
  have hs : ∀ x : ℝ, |x| * Real.sin (w * |x|) = x * Real.sin (w * x) := fun x => by
    rcases abs_choice x with h | h <;> simp [h]
  have e1 : w * (a - b) = w * a - w * b := by ring
  have e2 : w * (a + b) = w * a + w * b := by ring
  rw [dipolePart, hI, j1, j1, if_neg (mul_ne_zero hw ha), if_neg (mul_ne_zero hw hb)]
  -- the addition theorems separate the two radii
  simp only [primitive, h1, h2, hc, hs, e1, e2, Real.cos_sub, Real.cos_add,
    Real.sin_sub, Real.sin_add]
  field_simp
  ring
```

The theorem states
\[
D(w,a,b)=w\,j_1(wa)\,j_1(wb)
\]
for all real \(w,a,b\), equal radii included.

The proof first disposes of the zeros. If \(w=0\), both sides vanish. If \(a=0\) or \(b=0\), then \(R\) does not depend on \(t\), the integral of \(t\) times a constant is zero, and \(j_1(0)=0\).

Otherwise the integral is \(F(1)-F(-1)\). The version of the fundamental theorem used here asks for the derivative only inside the interval and for continuity up to the ends. That matters when \(a=b\), because \(R\) then vanishes at \(t=1\).

At the ends, \(R(1)=|a-b|\) and \(R(-1)=|a+b|\). The absolute values drop out because \(\cos(wx)\) and \(x\sin(wx)\) are even in \(x\); these are the steps `hc` and `hs`. With \(x=wa\) and \(y=wb\), the addition theorems give
\[
F(1)-F(-1)=\frac{2\cos x\cos y}{wab}
-\frac{2(a\cos x\sin y+b\sin x\cos y)}{(wab)^2}
+\frac{2\sin x\sin y}{w(wab)^2}.
\]
Using \(a=x/w\) and \(b=y/w\), this becomes
\[
2w\left(\frac{\sin x}{x^2}-\frac{\cos x}{x}\right)\left(\frac{\sin y}{y^2}-\frac{\cos y}{y}\right),
\]
and half of it is the claim.

For a numerical instance, take \(w=1\), \(a=\pi\), \(b=2\pi\). Then \(j_1(\pi)=1/\pi\) and \(j_1(2\pi)=-1/(2\pi)\), so the formula gives \(-1/(2\pi^2)\approx-0.0507\). Directly, \(R(1)=\pi\), \(R(-1)=3\pi\) and \(wab=2\pi^2\), so
\[
F(1)=-\frac1{2\pi^2}-\frac1{4\pi^4},\qquad
F(-1)=\frac1{2\pi^2}-\frac1{4\pi^4}.
\]
Half the difference is again \(-1/(2\pi^2)\).

```lean
/-- For `a ≠ 0` the distance is positive for `-1 < t < 1`, and half the integral of `t` times the
imaginary part of `exp(iwR)/R` over `[-1, 1]` equals `w j1(wa) j1(wb)`. -/
theorem integral_mollerKernel_im (w b : ℝ) {a : ℝ} (ha : a ≠ 0) :
    (∀ t ∈ Ioo (-1 : ℝ) 1, 0 < separation a b t) ∧
      (1 / 2) * ∫ t in (-1 : ℝ)..1, t * (mollerKernel w (separation a b t)).im =
        w * j1 (w * a) * j1 (w * b) := by
  refine ⟨fun t ht => separation_pos ha ht, ?_⟩
  have h : (-1 : ℝ) ≤ 1 := by norm_num
  rw [← dipolePart_eq w a b, dipolePart]
  congr 1
  -- the endpoints do not contribute to the integral
  rw [intervalIntegral.integral_of_le h, intervalIntegral.integral_of_le h,
    integral_Ioc_eq_integral_Ioo, integral_Ioc_eq_integral_Ioo]
  exact setIntegral_congr_fun measurableSet_Ioo fun t ht =>
    congrArg (t * ·) (mollerKernel_im w (separation_pos ha ht).ne')
```

This returns to the complex exponential itself. The symbol `∧` joins two claims: for \(a\neq0\) the distance is positive inside the interval, and the integral with \(\operatorname{Im}(e^{iwR}/R)\) has the same value as before. At \(a=b\), \(t=1\), Lean's division by zero gives the kernel the value \(0\), but a single endpoint does not affect the integral.

## Weighted sums over radii

```lean
/-- For two finite sets of radii `r`, `s` with weights `p`, `q`, the weighted double sum of
dipole parts is `w` times a product of two one-electron sums. -/
theorem sum_dipolePart {ι κ : Type*} [Fintype ι] [Fintype κ] (w : ℝ)
    (p r : ι → ℝ) (q s : κ → ℝ) :
    ∑ i, ∑ j, p i * q j * dipolePart w (r i) (s j) =
      w * (∑ i, p i * j1 (w * r i)) * (∑ j, q j * j1 (w * s j)) := by
  simp only [dipolePart_eq]
  rw [mul_assoc, Finset.sum_mul_sum, Finset.mul_sum]
  refine Finset.sum_congr rfl fun i _ => ?_
  rw [Finset.mul_sum]
  exact Finset.sum_congr rfl fun j _ => by ring
```

The finite index types `ι` and `κ` label the grid points of the two electrons. With radii \(r_i,s_j\) and real weights \(p_i,q_j\),
\[
\sum_{i,j}p_iq_jD(w,r_i,s_j)=w\Big(\sum_i p_i\,j_1(wr_i)\Big)\Big(\sum_j q_j\,j_1(ws_j)\Big).
\]
The proof inserts the factorization and distributes the product.

In a code, \(p_i\) would hold the quadrature weight times the radial transition density at \(r_i\). Grids of \(N\) and \(M\) points then need \(N+M\) values of \(j_1\) instead of \(NM\) angular integrals. Near \(x=0\) the closed form of \(j_1\) subtracts two large, nearly equal numbers, so a series starting with \(x/3\) is safer in floating point.

```lean
/-- For `w ≥ 0` the imaginary dipole part is a positive semidefinite form in the real
weights `p` attached to any finite set of radii `r`. -/
theorem sum_dipolePart_nonneg {ι : Type*} [Fintype ι] {w : ℝ} (hw : 0 ≤ w)
    (p r : ι → ℝ) :
    0 ≤ ∑ i, ∑ j, p i * p j * dipolePart w (r i) (r j) := by
  rw [sum_dipolePart, mul_assoc]
  exact mul_nonneg hw (mul_self_nonneg _)

end

end MollerDipole
```

With the same radii and weights for both electrons, the sum is \(w\big(\sum_i p_i\,j_1(wr_i)\big)^2\), which is nonnegative for \(w\ge0\). For \(w>0\) the kernel describes an outgoing wave when the time factor is \(e^{-i\omega t}\), with \(\omega>0\) the frequency. Individual terms may be negative, as the numerical instance shows. For \(w=1\), radii \(\pi,2\pi\) and unit weights, the four terms add up to
\[
\frac1{\pi^2}-\frac1{\pi^2}+\frac1{4\pi^2}=\frac1{4\pi^2}.
\]

```lean
#print axioms MollerDipole.dipolePart_eq
-- 'MollerDipole.dipolePart_eq' depends on axioms: [propext, Classical.choice, Quot.sound]
#print axioms MollerDipole.integral_mollerKernel_im
-- 'MollerDipole.integral_mollerKernel_im' depends on axioms: [propext, Classical.choice, Quot.sound]
#print axioms MollerDipole.sum_dipolePart_nonneg
-- 'MollerDipole.sum_dipolePart_nonneg' depends on axioms: [propext, Classical.choice, Quot.sound]
```
